# The first-moment f-sum of a Lorentzian-broadened line diverges logarithmically with the frequency window

A linear-response calculation on a finite system often yields a list of excitation frequencies and strengths, which is then broadened with Lorentzians to give a smooth spectrum. If the strengths are squared transition matrix elements, the first frequency moment of that spectrum can be compared, up to a constant factor, with the f-sum rule, using an integral that stops at some frequency \(W\). Does the integral settle as \(W\) grows? For one or more lines, finite in number, of constant width and with positive strengths, it does not: it grows like \(\ln W\). Broadened oscillator strengths are a different case: there the f-sum is the area under the spectrum, which stays finite.

```lean
import Mathlib

open Real Filter Topology

namespace LorentzianFSum

noncomputable section
```

## One line and its windowed moment

A line with centre \(w_0\) and half-width \(g>0\) has the shape

\[
L(w)=\frac{g/\pi}{(w-w_0)^2+g^2},
\]

with unit area over the whole frequency axis. The constant \(g\) represents the broadening due to a finite lifetime or to instrumental resolution, taken to be independent of frequency. In Lean, `w0` is any real number, which includes the physical case \(w_0>0\).

```lean
/-- Lorentzian absorption line with centre `w0` and half-width `g`, for `g > 0`. -/
def lorentzian (w0 g w : ℝ) : ℝ := (g / π) / ((w - w0) ^ 2 + g ^ 2)
```

The windowed f-sum is \(S(W)=\int_0^W w\,L(w)\,dw\). The definition accepts any real function as the spectrum. Frequencies are pure numbers in a chosen unit; changing the unit shifts \(\ln W\) by a constant.

```lean
/-- The f-sum of a spectrum `L` over the frequency window from `0` to `W`. -/
def fSum (L : ℝ → ℝ) (W : ℝ) : ℝ := ∫ w in (0 : ℝ)..W, w * L w
```

## Integrating the line

Writing \(w=(w-w_0)+w_0\) in the numerator splits the integrand into a part that integrates to a logarithm and a part that integrates to an arctangent:

\[
F(w)=\frac{g}{2\pi}\ln\!\big((w-w_0)^2+g^2\big)+\frac{w_0}{\pi}\arctan\frac{w-w_0}{g}.
\]

```lean
/-- A logarithm plus an arctangent, used as primitive of `w L(w)`, for `g > 0`. -/
def fSumPrimitive (w0 g w : ℝ) : ℝ :=
  g / (2 * π) * log ((w - w0) ^ 2 + g ^ 2) + w0 / π * arctan ((w - w0) / g)
```

For large \(W\), a finite constant will remain beside the logarithm:

\[
C(w_0)=\frac{w_0}{\pi}\Big(\frac{\pi}{2}+\arctan\frac{w_0}{g}\Big)-\frac{g}{2\pi}\ln(w_0^2+g^2).
\]

```lean
/-- The finite constant that accompanies the logarithm in the f-sum of one line, for `g > 0`. -/
def fSumOffset (w0 g : ℝ) : ℝ :=
  w0 / π * (π / 2 + arctan (w0 / g)) - g / (2 * π) * log (w0 ^ 2 + g ^ 2)
```

Since \(g>0\), the denominator of \(L\) never vanishes, so \(wL(w)\) is continuous and can be integrated over any finite window.

```lean
/-- For `g > 0` the frequency-weighted Lorentzian is continuous. -/
theorem continuous_weighted (w0 : ℝ) {g : ℝ} (hg : 0 < g) :
    Continuous (fun w => w * lorentzian w0 g w) := by
  unfold lorentzian
  refine Continuous.mul continuous_id' (Continuous.div continuous_const (by fun_prop) ?_)
  intro w
  positivity
```

With \(D=(w-w_0)^2+g^2\), differentiation gives

\[
F'(w)=\frac{g}{2\pi}\frac{2(w-w_0)}{D}+\frac{w_0}{\pi}\frac{g}{D}=\frac{g}{\pi}\frac{w}{D}=w\,L(w).
\]

In the proof, `h2` differentiates \(D\), `h3` differentiates the arctangent, and the final `ring` adds the two contributions.

```lean
/-- For `g > 0` the derivative of `fSumPrimitive` is the frequency-weighted Lorentzian. -/
theorem hasDerivAt_fSumPrimitive (w0 : ℝ) {g : ℝ} (hg : 0 < g) (w : ℝ) :
    HasDerivAt (fSumPrimitive w0 g) (w * lorentzian w0 g w) w := by
  have hD : 0 < (w - w0) ^ 2 + g ^ 2 := by positivity
  have h1 : HasDerivAt (fun v : ℝ => v - w0) 1 w := (hasDerivAt_id' w).sub_const w0
  have h2 : HasDerivAt (fun v : ℝ => (v - w0) ^ 2 + g ^ 2) (2 * (w - w0)) w :=
    ((h1.fun_pow 2).add_const (g ^ 2)).congr_deriv (by simp)
  have hq : 1 + ((w - w0) / g) ^ 2 = ((w - w0) ^ 2 + g ^ 2) / g ^ 2 := by
    rw [div_pow, add_div, div_self (pow_ne_zero 2 hg.ne')]
    ring
  have h3 : HasDerivAt (fun v : ℝ => arctan ((v - w0) / g))
      (g / ((w - w0) ^ 2 + g ^ 2)) w := by
    refine (h1.div_const g).arctan.congr_deriv ?_
    rw [hq]
    field_simp
  -- the two contributions add up to `(w - w0) + w0 = w` in the numerator
  refine (((h2.log hD.ne').const_mul (g / (2 * π))).fun_add
    (h3.const_mul (w0 / π))).congr_deriv ?_
  unfold lorentzian
  ring
```

The fundamental theorem of calculus gives \(S(W)=F(W)-F(0)\). Because the arctangent is odd,

\[
S(W)=\frac{g}{2\pi}\ln\frac{(W-w_0)^2+g^2}{w_0^2+g^2}+\frac{w_0}{\pi}\Big(\arctan\frac{W-w_0}{g}+\arctan\frac{w_0}{g}\Big).
\]

```lean
/-- Closed form of the f-sum of a Lorentzian line with `g > 0` over the window from `0` to `W`. -/
theorem fSum_lorentzian (w0 : ℝ) {g : ℝ} (hg : 0 < g) (W : ℝ) :
    fSum (lorentzian w0 g) W =
      g / (2 * π) * log (((W - w0) ^ 2 + g ^ 2) / (w0 ^ 2 + g ^ 2))
        + w0 / π * (arctan ((W - w0) / g) + arctan (w0 / g)) := by
  have hW : (W - w0) ^ 2 + g ^ 2 ≠ 0 := by positivity
  have h0 : w0 ^ 2 + g ^ 2 ≠ 0 := by positivity
  have e1 : (0 - w0) ^ 2 = w0 ^ 2 := by ring
  have e2 : (0 - w0) / g = -(w0 / g) := by ring
  unfold fSum
  rw [intervalIntegral.integral_eq_sub_of_hasDerivAt
    (fun w _ => hasDerivAt_fSumPrimitive w0 hg w)
    ((continuous_weighted w0 hg).intervalIntegrable _ _)]
  unfold fSumPrimitive
  rw [e1, e2, arctan_neg, Real.log_div hW h0]
  ring
```

## Extracting the logarithm

For \(W>0\),

\[
\ln\!\big((W-w_0)^2+g^2\big)=2\ln W+\ln\!\Big[\Big(1-\frac{w_0}{W}\Big)^2+\Big(\frac{g}{W}\Big)^2\Big].
\]

The last term tends to zero and \(\arctan((W-w_0)/g)\) tends to \(\pi/2\), so \(S(W)-(g/\pi)\ln W\to C(w_0)\). These two limits are `hlog` and `hat`; `key` is the displayed identity. `Tendsto … atTop (𝓝 c)` reads "tends to \(c\) as \(W\to\infty\)".

```lean
/-- For `g > 0` the f-sum of a Lorentzian line minus `(g/π) ln W` tends to the finite
constant `fSumOffset` as the window grows. -/
theorem fSum_sub_log_tendsto (w0 : ℝ) {g : ℝ} (hg : 0 < g) :
    Tendsto (fun W => fSum (lorentzian w0 g) W - g / π * log W) atTop
      (𝓝 (fSumOffset w0 g)) := by
  have ha : Tendsto (fun W : ℝ => w0 / W) atTop (𝓝 0) :=
    tendsto_const_nhds.div_atTop tendsto_id
  have hb : Tendsto (fun W : ℝ => g / W) atTop (𝓝 0) :=
    tendsto_const_nhds.div_atTop tendsto_id
  have hs : Tendsto (fun W : ℝ => (1 - w0 / W) ^ 2 + (g / W) ^ 2) atTop (𝓝 1) := by
    simpa using ((ha.const_sub 1).pow 2).add (hb.pow 2)
  have hlog : Tendsto (fun W : ℝ => log ((1 - w0 / W) ^ 2 + (g / W) ^ 2)) atTop (𝓝 0) := by
    simpa using hs.log one_ne_zero
  have hsub : Tendsto (fun W : ℝ => W - w0) atTop atTop := by
    simpa [sub_eq_add_neg] using tendsto_atTop_add_const_right atTop (-w0)
      (tendsto_id : Tendsto (id : ℝ → ℝ) atTop atTop)
  have hat : Tendsto (fun W : ℝ => arctan ((W - w0) / g)) atTop (𝓝 (π / 2)) :=
    (tendsto_arctan_atTop.mono_right nhdsWithin_le_nhds).comp (hsub.atTop_div_const hg)
  have h := ((hlog.const_mul (g / (2 * π))).add
    ((hat.add_const (arctan (w0 / g))).const_mul (w0 / π))).sub_const
      (g / (2 * π) * log (w0 ^ 2 + g ^ 2))
  rw [mul_zero, zero_add] at h
  refine h.congr' ?_
  filter_upwards [eventually_gt_atTop (0 : ℝ)] with W hW
  have hD : (W - w0) ^ 2 + g ^ 2 ≠ 0 := by positivity
  have h0 : w0 ^ 2 + g ^ 2 ≠ 0 := by positivity
  -- split off the growing factor `W ^ 2` inside the logarithm
  have key : log ((1 - w0 / W) ^ 2 + (g / W) ^ 2)
      = log ((W - w0) ^ 2 + g ^ 2) - 2 * log W := by
    have e : 1 - w0 / W = (W - w0) / W := by rw [sub_div, div_self hW.ne']
    rw [e, div_pow, div_pow, ← add_div, Real.log_div hD (pow_ne_zero 2 hW.ne'),
      Real.log_pow, Nat.cast_ofNat]
  rw [fSum_lorentzian w0 hg, Real.log_div hD h0, key]
  ring
```

For \(W>1\) we may divide by \(\ln W\):

\[
\frac{S(W)}{\ln W}=\frac{S(W)-(g/\pi)\ln W}{\ln W}+\frac{g}{\pi}\;\longrightarrow\;\frac{g}{\pi}.
\]

The first term vanishes because a convergent numerator is divided by a growing logarithm. The limit depends on the width but not on the centre.

```lean
/-- For a Lorentzian line with `g > 0`, the f-sum over the window from `0` to `W`, divided by
`ln W`, tends to `g/π` as `W` tends to infinity. -/
theorem fSum_div_log_tendsto (w0 : ℝ) {g : ℝ} (hg : 0 < g) :
    Tendsto (fun W => fSum (lorentzian w0 g) W / log W) atTop (𝓝 (g / π)) := by
  have h := ((fSum_sub_log_tendsto w0 hg).div_atTop tendsto_log_atTop).add_const (g / π)
  rw [zero_add] at h
  refine h.congr' ?_
  filter_upwards [eventually_gt_atTop (1 : ℝ)] with W hW
  have hl : log W ≠ 0 := (Real.log_pos hW).ne'
  rw [sub_div, mul_div_cancel_right₀ _ hl, sub_add_cancel]
```

The same asymptotics show that \(S(W)\) itself exceeds every bound: it is \((g/\pi)\ln W\), with a positive coefficient, plus a convergent remainder.

```lean
/-- For `g > 0` the f-sum of a Lorentzian line grows beyond every bound with the window. -/
theorem fSum_tendsto_atTop (w0 : ℝ) {g : ℝ} (hg : 0 < g) :
    Tendsto (fSum (lorentzian w0 g)) atTop atTop := by
  have hc : 0 < g / π := div_pos hg pi_pos
  refine ((tendsto_log_atTop.const_mul_atTop hc).atTop_add
    (fSum_sub_log_tendsto w0 hg)).congr ?_
  intro W
  ring
```

## Several lines

For \(L(w)=\sum_i f_i L_i(w)\) with finitely many lines, the integral is linear (`hlin`), and the single-line limits add:

\[
\frac{S(W)}{\ln W}\to\sum_i \frac{f_i g_i}{\pi}.
\]

Here \(f_i\) is the area of line \(i\), such as a squared transition matrix element. It is not the oscillator strength, which carries a further factor of the transition frequency. Lean allows `f i` of either sign, so the coefficient can vanish.

```lean
/-- For finitely many Lorentzian lines with strengths `f i` and half-widths `g i > 0`, the f-sum
divided by `ln W` tends to the sum of `f i * g i / π`. -/
theorem spectrum_fSum_div_log_tendsto {ι : Type*} [Fintype ι] (f w0 g : ι → ℝ)
    (hg : ∀ i, 0 < g i) :
    Tendsto (fun W => fSum (fun w => ∑ i, f i * lorentzian (w0 i) (g i) w) W / log W)
      atTop (𝓝 (∑ i, f i * (g i / π))) := by
  -- the f-sum is linear in the spectrum
  have hlin : ∀ W, fSum (fun w => ∑ i, f i * lorentzian (w0 i) (g i) w) W
      = ∑ i, f i * fSum (lorentzian (w0 i) (g i)) W := by
    intro W
    have e : ∀ w, w * ∑ i, f i * lorentzian (w0 i) (g i) w
        = ∑ i, f i * (w * lorentzian (w0 i) (g i) w) := by
      intro w
      rw [Finset.mul_sum]
      exact Finset.sum_congr rfl fun i _ => by ring
    unfold fSum
    simp only [e]
    have hint : ∀ i ∈ Finset.univ, IntervalIntegrable
        (fun w => f i * (w * lorentzian (w0 i) (g i) w)) MeasureTheory.volume 0 W :=
      fun i _ => ((continuous_weighted (w0 i) (hg i)).intervalIntegrable 0 W).const_mul (f i)
    rw [intervalIntegral.integral_finsetSum hint]
    simp only [intervalIntegral.integral_const_mul]
  refine (tendsto_finsetSum Finset.univ fun i _ =>
    (fSum_div_log_tendsto (w0 i) (hg i)).const_mul (f i)).congr ?_
  intro W
  rw [hlin, Finset.sum_div]
  exact Finset.sum_congr rfl fun i _ => by ring
```

## Subtracting the mirror line

An absorptive response that is odd in frequency also has a line of opposite sign at \(-w_0\). Both lines have the same logarithm, which cancels in the difference, leaving

\[
C(w_0)-C(-w_0)=\frac{w_0}{\pi}\Big(\frac{\pi}{2}+\frac{\pi}{2}\Big)=w_0.
\]

For \(w_0>0\) this is the moment of an infinitely sharp line at \(w_0\), recovered at any fixed width \(g>0\). In the proof, `hlim` evaluates the difference of the constants, and the integral is then split into its two lines.

```lean
/-- If the mirror line at `-w0` is subtracted from a Lorentzian line with `g > 0`, the f-sum
converges to `w0` as the window grows. -/
theorem antisymmetrised_fSum_tendsto (w0 : ℝ) {g : ℝ} (hg : 0 < g) :
    Tendsto (fSum (fun w => lorentzian w0 g w - lorentzian (-w0) g w)) atTop (𝓝 w0) := by
  have hlim : fSumOffset w0 g - fSumOffset (-w0) g = w0 := by
    have hp : π * π⁻¹ = 1 := mul_inv_cancel₀ pi_ne_zero
    unfold fSumOffset
    rw [neg_div g w0, arctan_neg, neg_sq]
    linear_combination w0 * hp
  have h := (fSum_sub_log_tendsto w0 hg).sub (fSum_sub_log_tendsto (-w0) hg)
  rw [hlim] at h
  refine h.congr ?_
  intro W
  -- the logarithms of the two lines cancel
  unfold fSum
  simp only [mul_sub]
  rw [intervalIntegral.integral_sub
    ((continuous_weighted w0 hg).intervalIntegrable _ _)
    ((continuous_weighted (-w0) hg).intervalIntegrable _ _)]
  ring

end

end LorentzianFSum
```

```lean
#print axioms LorentzianFSum.fSum_lorentzian
#print axioms LorentzianFSum.fSum_tendsto_atTop
#print axioms LorentzianFSum.spectrum_fSum_div_log_tendsto
#print axioms LorentzianFSum.antisymmetrised_fSum_tendsto
```

```
'LorentzianFSum.fSum_lorentzian' depends on axioms: [propext, Classical.choice, Quot.sound]
'LorentzianFSum.fSum_tendsto_atTop' depends on axioms: [propext, Classical.choice, Quot.sound]
'LorentzianFSum.spectrum_fSum_div_log_tendsto' depends on axioms: [propext, Classical.choice, Quot.sound]
'LorentzianFSum.antisymmetrised_fSum_tendsto' depends on axioms: [propext, Classical.choice, Quot.sound]
```
